# Decay faster than $1/s^3$ fixes two parameters of the evanescent-core form factor

Let $a>0$ with $a\neq 1$, let $b$ and $A$ be real, and let

$$w(s)=-\frac1s+\frac1{s+a^2}+\frac{2ab}{(s+a^2)^2}+\frac{2A}{(s+1)^2},\qquad s>0 .$$

Then $s^3w(s)\to0$ as $s\to\infty$ if and only if

$$b=\frac{a^3-2a}{4(a^2-1)},\qquad A=\frac{a^2}{2}-ab ,$$

and in that case $s^4w(s)\to-a^6+6a^5b+6A=\tfrac12a^4(a^2-3)$.

## The potential behind the form factor

The evanescent-core potential is a local pseudopotential for an ion of valence charge $z$. With core radius $R$ and $x=r/R$, it reads in Hartree atomic units

$$v(r)=-\frac zR\left\{\frac{1-(1+bx)e^{-ax}}{x}-A\,e^{-x}\right\}.$$

Far from the ion it is the Coulomb attraction $-z/r$; the exponentials change it only near the core. Its Fourier transform at wave number $q$ is $4\pi zR^2\,w(s)$ with $s=(qR)^2$. The term $-1/s$ comes from the Coulomb tail, and the other three come from the exponentials.

The condition $s^3w\to0$ is a demand for smoothness. In real space it removes the terms linear and cubic in $r$ from the expansion of $v$ about the nucleus. For this one family of bare, local ionic potentials, the form factor then falls off at least as fast as $q^{-8}$, which helps sums over reciprocal lattice vectors to converge.

## What the theorems say

In Lean, `formFactor a b A s` is $w(s)$, a real function of real arguments. The limit $s\to+\infty$ is written `atTop`, and `𝓝 0` denotes the neighbourhoods of zero, so "decays faster than $1/s^3$" means precisely $s^3w(s)\to0$.

The main theorem, `fast_decay_iff`, assumes `0 < a` and `a ≠ 1` and allows any real `b` and `A`. Its first part is the equivalence above; its second part says that fast decay implies $s^4w\to-a^6+6a^5b+6A$. Three further theorems take the fast decay as a hypothesis, together with the same conditions on $a$:

- `tail_strength` gives the limit of $s^4w$ in the closed form $a^4(a^2-3)/2$.
- `faster_decay_iff` says that $s^4w\to0$ exactly when $a=\sqrt3$.
- `wave_number_tail` says that, for $R>0$, $q^8w((qR)^2)\to a^4(a^2-3)/(2R^8)$ as $q\to+\infty$.

The file starts from the formula for $w$. The Fourier transform that leads to it, the choice of $a$ and $R$ for a given element, and screening by the valence electrons are not treated.

## Expansion at large $s$

For $c\ge0$ and $s>0$, multiplying out confirms the two identities

$$\frac{s^4}{s+c}=s^3-cs^2+c^2s-c^3\frac{s}{s+c},$$

$$\frac{s^4}{(s+c)^2}=s^2-2cs+\frac{3c^2s^2+2c^3s}{(s+c)^2}.$$

Use the first with $c=a^2$, and the second with $c=a^2$ and with $c=1$. The cubic terms cancel, because the short-range part removes the Coulomb singularity at the nucleus. What remains is

$$s^4w(s)=c_2s^2+c_3s+T(s),$$

with

$$c_2=-a^2+2ab+2A,\qquad c_3=a^4-4a^3b-4A,$$

$$T(s)=-a^6\frac{s}{s+a^2}+2ab\,\frac{3a^4s^2+2a^6s}{(s+a^2)^2}+2A\,\frac{3s^2+2s}{(s+1)^2}.$$

Since $s/(s+c)\to1$ and $1/(s+c)\to0$, we have $T(s)\to-a^6+6a^5b+6A$.

## Solving for $b$ and $A$

Division by $s$ gives $s^3w=c_2s+c_3+T(s)/s$, and the last term vanishes at large $s$. If $s^3w\to0$, then $s^2w\to0$ as well. But $s^2w=c_2+c_3/s+T(s)/s^2\to c_2$, so $c_2=0$. Now $s^3w\to c_3$, so $c_3=0$. Conversely, if both coefficients vanish, then $s^3w=T(s)/s\to0$.

The equation $c_2=0$ is $A=a^2/2-ab$. Inserting this into $c_3=0$ gives

$$a^4-2a^2-4a^3b+4ab=a\left[a^3-2a-4b(a^2-1)\right]=0 .$$

As $a>0$, the bracket is zero; as $a\neq1$, it can be solved for $b$, with the result stated at the start. With these values $s^4w=T(s)$, which has the limit found above.

To simplify that limit, insert $A$ and then $4b(a^2-1)=a^3-2a$:

$$-a^6+6a^5b+6A=-a^6+3a^2+6ab(a^4-1)$$

$$=-a^6+3a^2+\tfrac32a^2(a^2+1)(a^2-2)=\tfrac12a^4(a^2-3).$$

For $a>0$ this is zero only at $a=\sqrt3$, where $b=\sqrt3/8$ and $A=9/8$. Finally, $s^4=q^8R^8$ turns the result into the law in $q$.

## The excluded value $a=1$

At $a=1$ the coefficients are $c_2=-1+2b+2A$ and $c_3=1-4b-4A$. Hence $c_3+2c_2=-1$, and they cannot both vanish. This is `no_fast_decay_at_one`: no $b$ and $A$ give the fast decay.

The equivalence itself also fails there. Lean sets division by zero to zero, so at $a=1$ the formulas would select $b=0$ and $A=1/2$. For these values

$$w(s)=-\frac{1}{s(s+1)^2},\qquad s^3w(s)\to-1 .$$

The limit $a\to1$ is nevertheless harmless for the form factor. The selected $b$ and $A$ diverge, but their contributions nearly cancel, and at fixed $s$ a short calculation, which the file does not contain, gives $w(s)\to-1/[s(s+1)^3]$. This function decays as $-1/s^4$, in agreement with $a^4(a^2-3)/2=-1$ at $a=1$, but no finite $b$ and $A$ produce it there.

## The Lean file

```lean
import Mathlib

open Filter Topology

namespace EvanescentCore

/-- The evanescent-core form factor as a function of `s = (qR)^2`, for `s > 0`. -/
noncomputable def formFactor (a b A s : ℝ) : ℝ :=
  -1 / s + 1 / (s + a ^ 2) + 2 * a * b / (s + a ^ 2) ^ 2 + 2 * A / (s + 1) ^ 2

/-- The coefficient of `1/s^2` in the large-`s` expansion of the form factor. -/
def coeffTwo (a b A : ℝ) : ℝ := -a ^ 2 + 2 * a * b + 2 * A

/-- The coefficient of `1/s^3` in the large-`s` expansion of the form factor. -/
def coeffThree (a b A : ℝ) : ℝ := a ^ 4 - 4 * a ^ 3 * b - 4 * A

/-- The remainder of the expansion after the `1/s^3` term, multiplied by `s^4`, for `s > 0`. -/
noncomputable def scaledTail (a b A s : ℝ) : ℝ :=
  -a ^ 6 * (s / (s + a ^ 2))
    + 2 * a * b * (3 * a ^ 4 * (s / (s + a ^ 2)) ^ 2
      + 2 * a ^ 6 * (s / (s + a ^ 2)) * (1 / (s + a ^ 2)))
    + 2 * A * (3 * (s / (s + 1)) ^ 2 + 2 * (s / (s + 1)) * (1 / (s + 1)))

/-- For `s > 0` the form factor times `s^4` is exactly the sum of its two leading terms
and the scaled remainder. -/
theorem expansion (a b A : ℝ) {s : ℝ} (hs : 0 < s) :
    s ^ 4 * formFactor a b A s
      = coeffTwo a b A * s ^ 2 + coeffThree a b A * s + scaledTail a b A s := by
  have h0 : s ≠ 0 := hs.ne'
  have h1 : s + a ^ 2 ≠ 0 := by positivity
  have h2 : s + 1 ≠ 0 := by positivity
  unfold formFactor coeffTwo coeffThree scaledTail
  field_simp
  ring

/-- A shifted inverse `1/(s+c)` vanishes at large `s`. -/
theorem tendsto_inv_shift (c : ℝ) :
    Tendsto (fun s : ℝ => 1 / (s + c)) atTop (𝓝 0) := by
  have h : Tendsto (fun s : ℝ => s + c) atTop atTop :=
    tendsto_atTop_add_const_right _ c tendsto_id
  exact (tendsto_const_nhds (x := (1 : ℝ))).div_atTop h

/-- The scaled remainder tends to `-a^6 + 6 a^5 b + 6 A` at large `s`. -/
theorem tendsto_scaledTail (a b A : ℝ) :
    Tendsto (scaledTail a b A) atTop (𝓝 (-a ^ 6 + 6 * a ^ 5 * b + 6 * A)) := by
  -- each ratio s/(s+c) tends to one
  have ratio : ∀ c : ℝ, Tendsto (fun s : ℝ => s / (s + c)) atTop (𝓝 1) := by
    intro c
    have h : Tendsto (fun s : ℝ => 1 - c * (1 / (s + c))) atTop (𝓝 1) := by
      simpa using ((tendsto_inv_shift c).const_mul c).const_sub 1
    refine h.congr' ?_
    filter_upwards [eventually_gt_atTop (-c)] with s hs
    have hne : s + c ≠ 0 := (by linarith : 0 < s + c).ne'
    have hx : 1 / (s + c) * (s + c) = 1 := one_div_mul_cancel hne
    rw [eq_div_iff hne]
    linear_combination -c * hx
  have u := ratio (a ^ 2)
  have v := tendsto_inv_shift (a ^ 2)
  have u1 := ratio 1
  have v1 := tendsto_inv_shift 1
  have h := ((u.const_mul (-a ^ 6)).add
    ((((u.pow 2).const_mul (3 * a ^ 4)).add
      ((u.const_mul (2 * a ^ 6)).mul v)).const_mul (2 * a * b))).add
    ((((u1.pow 2).const_mul 3).add ((u1.const_mul 2).mul v1)).const_mul (2 * A))
  rw [show -a ^ 6 + 6 * a ^ 5 * b + 6 * A
    = -a ^ 6 * 1 + 2 * a * b * (3 * a ^ 4 * 1 ^ 2 + 2 * a ^ 6 * 1 * 0)
      + 2 * A * (3 * 1 ^ 2 + 2 * 1 * 0) by ring]
  exact h

/-- The form factor decays faster than `1/s^3` exactly when its `1/s^2` and `1/s^3`
coefficients both vanish. -/
theorem fast_decay_iff_coeffs (a b A : ℝ) :
    Tendsto (fun s => s ^ 3 * formFactor a b A s) atTop (𝓝 0)
      ↔ coeffTwo a b A = 0 ∧ coeffThree a b A = 0 := by
  have hi : Tendsto (fun s : ℝ => 1 / s) atTop (𝓝 0) := by
    simpa using tendsto_inv_shift 0
  have hT : Tendsto (fun s => scaledTail a b A s * (1 / s)) atTop (𝓝 0) := by
    have h := (tendsto_scaledTail a b A).mul hi
    rw [mul_zero] at h
    exact h
  have hexp : ∀ s : ℝ, 0 < s → s ^ 3 * formFactor a b A s
      = coeffTwo a b A * s + coeffThree a b A + scaledTail a b A s * (1 / s) := by
    intro s hs
    have hx : s * (1 / s) = 1 := mul_one_div_cancel hs.ne'
    apply mul_left_cancel₀ hs.ne'
    linear_combination expansion a b A hs - scaledTail a b A s * hx
  constructor
  · intro h
    -- dividing once more by s isolates the 1/s^2 coefficient
    have h2 : Tendsto (fun s => s ^ 3 * formFactor a b A s * (1 / s)) atTop (𝓝 0) := by
      have h' := h.mul hi
      rw [mul_zero] at h'
      exact h'
    have hl : Tendsto (fun s => coeffTwo a b A + coeffThree a b A * (1 / s)
        + scaledTail a b A s * (1 / s) * (1 / s)) atTop (𝓝 (coeffTwo a b A)) := by
      have h' := ((hi.const_mul (coeffThree a b A)).const_add (coeffTwo a b A)).add
        (hT.mul hi)
      simpa only [mul_zero, add_zero] using h'
    have hP : coeffTwo a b A = 0 := by
      refine tendsto_nhds_unique (hl.congr' ?_) h2
      filter_upwards [eventually_gt_atTop 0] with s hs
      have hx : s * (1 / s) = 1 := mul_one_div_cancel hs.ne'
      linear_combination -(1 / s) * hexp s hs - coeffTwo a b A * hx
    -- what is left tends to the 1/s^3 coefficient
    have hr : Tendsto (fun s => coeffThree a b A + scaledTail a b A s * (1 / s))
        atTop (𝓝 (coeffThree a b A)) := by
      simpa only [add_zero] using hT.const_add (coeffThree a b A)
    refine ⟨hP, tendsto_nhds_unique (hr.congr' ?_) h⟩
    filter_upwards [eventually_gt_atTop 0] with s hs
    linear_combination -hexp s hs - s * hP
  · rintro ⟨hP, hQ⟩
    refine hT.congr' ?_
    filter_upwards [eventually_gt_atTop 0] with s hs
    linear_combination -hexp s hs - s * hP - hQ

/-- For `a > 0`, `a ≠ 1`, the form factor decays faster than `1/s^3` exactly for one pair
`b`, `A`, and then `s^4` times the form factor tends to `-a^6 + 6 a^5 b + 6 A`. -/
theorem fast_decay_iff {a : ℝ} (ha : 0 < a) (ha1 : a ≠ 1) (b A : ℝ) :
    (Tendsto (fun s => s ^ 3 * formFactor a b A s) atTop (𝓝 0)
      ↔ b = (a ^ 3 - 2 * a) / (4 * (a ^ 2 - 1)) ∧ A = a ^ 2 / 2 - a * b) ∧
    (Tendsto (fun s => s ^ 3 * formFactor a b A s) atTop (𝓝 0) →
      Tendsto (fun s => s ^ 4 * formFactor a b A s) atTop
        (𝓝 (-a ^ 6 + 6 * a ^ 5 * b + 6 * A))) := by
  have hd : a ^ 2 - 1 ≠ 0 := by
    rw [show a ^ 2 - 1 = (a - 1) * (a + 1) by ring]
    exact mul_ne_zero (sub_ne_zero.2 ha1) (by positivity)
  rw [fast_decay_iff_coeffs, eq_div_iff (mul_ne_zero four_ne_zero hd)]
  refine ⟨⟨?_, ?_⟩, ?_⟩
  · rintro ⟨hP, hQ⟩
    unfold coeffTwo at hP
    unfold coeffThree at hQ
    refine ⟨mul_left_cancel₀ ha.ne' ?_, ?_⟩
    · linear_combination -hQ - 2 * hP
    · linear_combination hP / 2
  · rintro ⟨hb, hA⟩
    unfold coeffTwo coeffThree
    refine ⟨?_, ?_⟩
    · linear_combination 2 * hA
    · linear_combination -a * hb - 4 * hA
  · rintro ⟨hP, hQ⟩
    -- only the scaled remainder survives
    refine (tendsto_scaledTail a b A).congr' ?_
    filter_upwards [eventually_gt_atTop 0] with s hs
    linear_combination -expansion a b A hs - s ^ 2 * hP - s * hQ

/-- At `a = 1` no choice of `b` and `A` makes the form factor decay faster than `1/s^3`. -/
theorem no_fast_decay_at_one (b A : ℝ) :
    ¬ Tendsto (fun s => s ^ 3 * formFactor 1 b A s) atTop (𝓝 0) := by
  rw [fast_decay_iff_coeffs]
  unfold coeffTwo coeffThree
  rintro ⟨h1, h2⟩
  linarith

/-- For `a > 0`, `a ≠ 1` and a form factor that decays faster than `1/s^3`, the limit of
`s^4` times the form factor is `a^4 (a^2 - 3) / 2`. -/
theorem tail_strength {a b A : ℝ} (ha : 0 < a) (ha1 : a ≠ 1)
    (h : Tendsto (fun s => s ^ 3 * formFactor a b A s) atTop (𝓝 0)) :
    Tendsto (fun s => s ^ 4 * formFactor a b A s) atTop
      (𝓝 (a ^ 4 * (a ^ 2 - 3) / 2)) := by
  have hlim := (fast_decay_iff ha ha1 b A).2 h
  obtain ⟨hP, hQ⟩ := (fast_decay_iff_coeffs a b A).1 h
  unfold coeffTwo at hP
  unfold coeffThree at hQ
  have e : -a ^ 6 + 6 * a ^ 5 * b + 6 * A = a ^ 4 * (a ^ 2 - 3) / 2 := by
    linear_combination -(3 / 2) * (a ^ 2 + 1) * (hQ + 2 * hP) + 3 * hP
  rwa [e] at hlim

/-- For `a > 0`, `a ≠ 1` and a form factor that decays faster than `1/s^3`, the decay is
faster than `1/s^4` exactly when `a = √3`. -/
theorem faster_decay_iff {a b A : ℝ} (ha : 0 < a) (ha1 : a ≠ 1)
    (h : Tendsto (fun s => s ^ 3 * formFactor a b A s) atTop (𝓝 0)) :
    Tendsto (fun s => s ^ 4 * formFactor a b A s) atTop (𝓝 0) ↔ a = √3 := by
  have hlim := tail_strength ha ha1 h
  constructor
  · intro h0
    have e := tendsto_nhds_unique h0 hlim
    have e' : a ^ 4 * (a ^ 2 - 3) = 0 := by linarith
    have h3 : a ^ 2 = 3 :=
      sub_eq_zero.1 ((mul_eq_zero.1 e').resolve_left (pow_ne_zero 4 ha.ne'))
    rw [← h3, Real.sqrt_sq ha.le]
  · intro h0
    have h3 : a ^ 2 = 3 := by
      rw [h0]
      exact Real.sq_sqrt (by norm_num)
    have e : a ^ 4 * (a ^ 2 - 3) / 2 = 0 := by
      rw [h3]
      ring
    rwa [e] at hlim

/-- In the wave number `q`, with core radius `R > 0`, `a > 0`, `a ≠ 1` and decay faster than
`1/s^3`, `q^8` times the form factor tends to `a^4 (a^2 - 3) / (2 R^8)`. -/
theorem wave_number_tail {a b A R : ℝ} (ha : 0 < a) (ha1 : a ≠ 1) (hR : 0 < R)
    (h : Tendsto (fun s => s ^ 3 * formFactor a b A s) atTop (𝓝 0)) :
    Tendsto (fun q => q ^ 8 * formFactor a b A ((q * R) ^ 2)) atTop
      (𝓝 (a ^ 4 * (a ^ 2 - 3) / (2 * R ^ 8))) := by
  have hq : Tendsto (fun q : ℝ => (q * R) ^ 2) atTop atTop :=
    (tendsto_pow_atTop two_ne_zero).comp (tendsto_id.atTop_mul_const hR)
  have hc : Tendsto (fun q : ℝ => ((q * R) ^ 2) ^ 4 * formFactor a b A ((q * R) ^ 2) / R ^ 8)
      atTop (𝓝 (a ^ 4 * (a ^ 2 - 3) / 2 / R ^ 8)) :=
    ((tail_strength ha ha1 h).comp hq).div_const (R ^ 8)
  rw [← div_div]
  refine hc.congr fun q => ?_
  rw [div_eq_iff (pow_ne_zero 8 hR.ne')]
  ring

end EvanescentCore
```

```lean
#print axioms EvanescentCore.no_fast_decay_at_one
#print axioms EvanescentCore.faster_decay_iff
#print axioms EvanescentCore.wave_number_tail
```

```
'EvanescentCore.no_fast_decay_at_one' depends on axioms: [propext, Classical.choice, Quot.sound]
'EvanescentCore.faster_decay_iff' depends on axioms: [propext, Classical.choice, Quot.sound]
'EvanescentCore.wave_number_tail' depends on axioms: [propext, Classical.choice, Quot.sound]
```

## From the expansion to the limits in Lean

The definitions `coeffTwo`, `coeffThree` and `scaledTail` are $c_2$, $c_3$ and $T$. The lemma `expansion` proves the identity for $s^4w$: `field_simp` clears the denominators, which are nonzero for $s>0$, and `ring` compares the polynomials.

The limit of $T$ is `tendsto_scaledTail`. It takes $1/(s+c)\to0$ from `tendsto_inv_shift` and obtains $s/(s+c)\to1$ by writing the ratio as $1-c/(s+c)$. The proof checks this rewriting for $s>-c$, where the denominator is positive, and that is enough for a limit; `congr'` accepts functions that agree from some point on. The rules for limits of sums, products and powers then assemble $T$.

The lemma `fast_decay_iff_coeffs` follows the argument with $s^3w$. Each coefficient is found by computing one limit in two ways and applying `tendsto_nhds_unique`: first for $s^2w$, which gives $c_2=0$, then for $s^3w$, which gives $c_3=0$. This lemma needs no condition on $a$, so it also serves the case $a=1$.

In `fast_decay_iff` the condition $a\neq1$ enters through `hd`, which states $a^2-1\neq0$ and allows the formula for $b$ to be multiplied out. The combination `-hQ - 2 * hP` is the elimination of $A$ from $c_3=0$ by means of $c_2=0$, and `mul_left_cancel₀` removes the common factor $a$. For the second part, the vanishing coefficients reduce `expansion` to $s^4w=T$.

The proof of `tail_strength` simplifies the limit by a linear combination of $c_2=0$ and $c_3=0$, without dividing by $a^2-1$. In `faster_decay_iff`, uniqueness of limits gives $a^4(a^2-3)=0$, and the positivity of $a$ selects the root $\sqrt3$. The last theorem composes the limit in $s$ with $(qR)^2\to\infty$ and divides by $R^8$.
